# With stiffer modes having the larger Grüneisen parameters, the heat-capacity-weighted average never falls on heating

Suppose a quasi-harmonic calculation gives mode Grüneisen parameters that never decrease with frequency, yet the plotted average drops between two temperatures. If nothing is known about how such an average may vary, the drop could be a property of the spectrum or a fault in the summation, and the curve alone doesn't say which. For a finite set of independent harmonic modes of positive frequency, with frequencies and parameters held fixed as the temperature changes, the result below settles the matter: the drop is an error.

## The claim and its derivation

Take units with $\hbar = k_B = 1$. Mode $s$ has frequency $w_s > 0$ and Grüneisen parameter $g_s$, which physically is $-\partial \ln w_s/\partial \ln V$ at volume $V$. Its Einstein heat capacity at temperature $T$ is $c(w_s,T)$, where

$$c(w,T) = \left(\frac{w}{T}\right)^2 \frac{e^{w/T}}{(e^{w/T}-1)^2},$$

and the average Grüneisen parameter is

$$\gamma(T) = \frac{\sum_s g_s\, c(w_s,T)}{\sum_s c(w_s,T)}.$$

The claim is that if $w_i < w_j$ always implies $g_i \le g_j$, then $\gamma$ is nondecreasing on $T>0$.

**The capacity as a hyperbolic function.** Put $y = w/(2T)$. Since $e^{2y}-1 = 2e^y\sinh y$,

$$c(w,T) = \frac{4y^2e^{2y}}{4e^{2y}\sinh^2 y} = \left(\frac{y}{\sinh y}\right)^2 .$$

**A ratio that increases.** Let $0<b<a$. The derivative of $\sinh(ax)/\sinh(bx)$ is $N(x)/\sinh^2(bx)$, with

$$N(x) = a\cosh(ax)\sinh(bx) - b\sinh(ax)\cosh(bx).$$

Here $N(0)=0$. In $N'$ the two terms $ab\cosh(ax)\cosh(bx)$ cancel, which leaves

$$N'(x) = (a^2-b^2)\sinh(ax)\sinh(bx) > 0 \quad (x>0).$$

So $N(x)>0$ for $x>0$, and the ratio is strictly increasing there.

**Stiffer modes grow by a larger factor.** Let $T<T'$, and set $a = 1/(2T)$ and $b=1/(2T')$, so that $b<a$. Then

$$\frac{c(w,T')}{c(w,T)} = \left(\frac{b}{a}\right)^2\left(\frac{\sinh(aw)}{\sinh(bw)}\right)^2,$$

which is strictly increasing in $w$ by the previous step. For $w<v$, cross-multiplication gives

$$c(w,T')\,c(v,T) < c(v,T')\,c(w,T).$$

**The difference as a sum over pairs.** Write $c_s = c(w_s,T)$ and $c'_s = c(w_s,T')$. The sign of $\gamma(T')-\gamma(T)$ is that of

$$D = \sum_i g_i c'_i \sum_j c_j - \sum_i g_i c_i\sum_j c'_j = \sum_{i,j} g_i\,(c'_i c_j - c_i c'_j),$$

because both denominators are positive. The bracket changes sign when $i$ and $j$ are exchanged, so averaging the sum with its relabelled copy gives

$$D = \tfrac12\sum_{i,j}(g_i-g_j)(c'_i c_j - c_i c'_j).$$

If $w_i<w_j$, the first factor is at most zero and the second is negative. If $w_i>w_j$, both signs are reversed. If $w_i=w_j$, the second factor vanishes. Every term is therefore nonnegative, and $D\ge 0$.

If some pair has $w_k<w_l$ and $g_k<g_l$, its term is positive and $\gamma$ increases strictly.

**Two modes.** Let $w_0<w_1$. If $g_0>g_1$, the strict result applies to $-g$, so $\gamma$ strictly decreases. Hence $\gamma$ is nondecreasing exactly when $g_0\le g_1$.

The ordering hypothesis matters already at this size. With $w=(1,2)$ and $g=(1,0)$, the average is $c(1,T)/(c(1,T)+c(2,T))$, which falls from $1$ in the limit $T\to0$ towards $1/2$ as $T\to\infty$.

## Capacities and the average in Lean

```lean
import Mathlib

open Finset

namespace GruneisenMonotonicity

noncomputable section
```

Frequencies and temperatures are real numbers in the units above. The definition of the capacity is the usual formula, and positivity enters only as a hypothesis of the theorems.

```lean
/-- Einstein heat capacity of a mode of frequency `w` at temperature `T`,
in units where the reduced Planck constant and the Boltzmann constant are one. -/
def einsteinCapacity (w T : ℝ) : ℝ :=
  (w / T) ^ 2 * Real.exp (w / T) / (Real.exp (w / T) - 1) ^ 2
```

The modes are labelled by a finite type `ι`, and `w` and `g` are functions on it. Nothing ties `g` to a volume derivative: it is any real-valued assignment. Neither function depends on temperature, so thermal shifts of the frequencies are not covered, nor is a continuous density of states. Zero-frequency modes, such as the acoustic modes at the zone centre, have to be left out of the set.

```lean
/-- Average of the mode Grüneisen parameters `g`, weighted by the Einstein heat capacities
of the modes of frequencies `w` at temperature `T`. -/
def averageGruneisen {ι : Type*} [Fintype ι] (w g : ι → ℝ) (T : ℝ) : ℝ :=
  (∑ s, g s * einsteinCapacity (w s) T) / ∑ s, einsteinCapacity (w s) T
```

## From the Einstein formula to hyperbolic sines

The first lemma is the substitution $y=w/(2T)$. The step `h2` is the identity $e^{2y}-1=2e^y\sinh y$, and `field_simp` and `ring` carry out the cancellation.

```lean
/-- The Einstein heat capacity is the square of `y / sinh y`, with `y = w / (2 T)`. -/
theorem einsteinCapacity_eq_sinh {w T : ℝ} (hw : 0 < w) (hT : 0 < T) :
    einsteinCapacity w T = (w / (2 * T) / Real.sinh (w / (2 * T))) ^ 2 := by
  have hy : 0 < w / (2 * T) := by positivity
  have hx : w / T = w / (2 * T) + w / (2 * T) := by
    ring
  unfold einsteinCapacity
  rw [hx]
  generalize w / (2 * T) = y at hy
  have hS : Real.sinh y ≠ 0 := (Real.sinh_pos_iff.2 hy).ne'
  have hE : Real.exp y ≠ 0 := Real.exp_ne_zero y
  have h1 : Real.exp y * Real.exp (-y) = 1 := by
    rw [← Real.exp_add]; simp
  have h2 : Real.exp (y + y) - 1 = 2 * Real.exp y * Real.sinh y := by
    rw [Real.sinh_eq, Real.exp_add]
    linear_combination h1
  rw [h2, Real.exp_add]
  field_simp
  ring
```

Positivity of the capacity is then immediate, as the square of a positive quotient.

```lean
/-- The Einstein heat capacity is positive at positive frequency and temperature. -/
theorem einsteinCapacity_pos {w T : ℝ} (hw : 0 < w) (hT : 0 < T) :
    0 < einsteinCapacity w T := by
  have hy : 0 < w / (2 * T) := by positivity
  rw [einsteinCapacity_eq_sinh hw hT]
  exact pow_pos (div_pos hy (Real.sinh_pos_iff.2 hy)) 2
```

The next lemma follows the two-stage derivative argument. `hd` computes $N'$, `hmono` makes $N$ strictly increasing on $[0,\infty)$, and `hnum` compares $N(x)$ with $N(0)=0$. `hq` is the quotient rule, after which a positive derivative gives strict monotonicity.

```lean
/-- For `0 < b < a`, the ratio `sinh (a x) / sinh (b x)` is strictly increasing in `x > 0`. -/
theorem sinh_ratio_strictMonoOn {a b : ℝ} (hb : 0 < b) (hab : b < a) :
    StrictMonoOn (fun x : ℝ => Real.sinh (a * x) / Real.sinh (b * x)) (Set.Ioi 0) := by
  have ha : 0 < a := hb.trans hab
  have lin : ∀ c y : ℝ, HasDerivAt (fun x : ℝ => c * x) c y := fun c y => by
    simpa using (hasDerivAt_id' y).const_mul c
  have spos : ∀ c y : ℝ, 0 < c → 0 < y → 0 < Real.sinh (c * y) := fun c y hc hy =>
    Real.sinh_pos_iff.2 (mul_pos hc hy)
  -- the numerator of the derivative starts at zero and increases
  have hd : ∀ y : ℝ, HasDerivAt (fun x : ℝ => a * Real.cosh (a * x) * Real.sinh (b * x)
      - Real.sinh (a * x) * (b * Real.cosh (b * x)))
      ((a ^ 2 - b ^ 2) * (Real.sinh (a * y) * Real.sinh (b * y))) y := fun y => by
    have h := (((lin a y).cosh.const_mul a).fun_mul (lin b y).sinh).fun_sub
      ((lin a y).sinh.fun_mul ((lin b y).cosh.const_mul b))
    exact h.congr_deriv (by ring)
  have hmono := strictMonoOn_of_deriv_pos (convex_Ici (0 : ℝ))
    (fun y _ => (hd y).continuousAt.continuousWithinAt) (fun y hy => by
      rw [interior_Ici] at hy
      rw [(hd y).deriv]
      exact mul_pos (by nlinarith) (mul_pos (spos a y ha hy) (spos b y hb hy)))
  have hnum : ∀ x : ℝ, 0 < x → 0 < a * Real.cosh (a * x) * Real.sinh (b * x)
      - Real.sinh (a * x) * (b * Real.cosh (b * x)) := fun x hx => by
    have h := hmono (Set.mem_Ici.2 le_rfl) (Set.mem_Ici.2 hx.le) hx
    simpa using h
  -- hence the ratio itself has a positive derivative
  have hq : ∀ x : ℝ, 0 < x →
      HasDerivAt (fun x : ℝ => Real.sinh (a * x) / Real.sinh (b * x))
      ((a * Real.cosh (a * x) * Real.sinh (b * x)
        - Real.sinh (a * x) * (b * Real.cosh (b * x))) / Real.sinh (b * x) ^ 2) x :=
    fun x hx => by
      have h := (lin a x).sinh.fun_div (lin b x).sinh (spos b x hb hx).ne'
      exact h.congr_deriv (by ring)
  refine strictMonoOn_of_deriv_pos (convex_Ioi (0 : ℝ))
    (fun x hx => (hq x hx).continuousAt.continuousWithinAt) (fun x hx => ?_)
  rw [interior_Ioi] at hx
  rw [(hq x hx).deriv]
  exact div_pos (hnum x hx) (pow_pos (spos b x hb hx) 2)
```

## How two modes respond to heating

The comparison of growth factors is stated as an inequality between products. Inside the proof, `key` works with half the inverse temperatures, $a$ and $b$, and applies the ratio lemma with frequency as the variable. The last lines set $a=1/(2T)$ and $b=1/(2T')$ and rewrite all four capacities in hyperbolic form.

```lean
/-- On heating from `T` to `T'`, the heat capacity of the stiffer mode `v` grows by a strictly
larger factor than that of the softer mode `w` (stated in cross-multiplied form). -/
theorem einsteinCapacity_cross_lt {w v T T' : ℝ} (hw : 0 < w) (hwv : w < v)
    (hT : 0 < T) (hTT : T < T') :
    einsteinCapacity w T' * einsteinCapacity v T
      < einsteinCapacity v T' * einsteinCapacity w T := by
  have hv : 0 < v := hw.trans hwv
  have hT' : 0 < T' := hT.trans hTT
  have key : ∀ a b : ℝ, 0 < b → b < a →
      (b * w / Real.sinh (b * w)) ^ 2 * (a * v / Real.sinh (a * v)) ^ 2
        < (b * v / Real.sinh (b * v)) ^ 2 * (a * w / Real.sinh (a * w)) ^ 2 := by
    intro a b hb hab
    have ha : 0 < a := hb.trans hab
    have s1 : 0 < Real.sinh (b * w) := Real.sinh_pos_iff.2 (mul_pos hb hw)
    have s2 : 0 < Real.sinh (a * v) := Real.sinh_pos_iff.2 (mul_pos ha hv)
    have s3 : 0 < Real.sinh (b * v) := Real.sinh_pos_iff.2 (mul_pos hb hv)
    have s4 : 0 < Real.sinh (a * w) := Real.sinh_pos_iff.2 (mul_pos ha hw)
    have m : Real.sinh (a * w) / Real.sinh (b * w) < Real.sinh (a * v) / Real.sinh (b * v) :=
      sinh_ratio_strictMonoOn hb hab hw hv hwv
    rw [div_lt_div_iff₀ s1 s3] at m
    have hp : 0 < b * w * (a * v) := by positivity
    have e : b * v * (a * w) = b * w * (a * v) := by ring
    rw [← mul_pow, ← mul_pow, div_mul_div_comm, div_mul_div_comm, e]
    refine pow_lt_pow_left₀ ?_ (div_pos hp (mul_pos s1 s2)).le two_ne_zero
    exact div_lt_div_of_pos_left hp (mul_pos s3 s4) (by linarith)
  have h := key (2 * T)⁻¹ (2 * T')⁻¹ (by positivity) (by gcongr)
  have e : ∀ x t : ℝ, x / (2 * t) = (2 * t)⁻¹ * x := fun x t => div_eq_inv_mul _ _
  rw [einsteinCapacity_eq_sinh hw hT', einsteinCapacity_eq_sinh hv hT,
    einsteinCapacity_eq_sinh hv hT', einsteinCapacity_eq_sinh hw hT,
    e w T', e v T, e v T', e w T]
  exact h
```

## The pair sum

The identity for $2D$ is pure algebra and holds for all real `w`, `g`, `T` and `T'`. Where the derivation above relabels indices, Lean expands each summand into four products (`h`), factors every double sum into a product of single sums, and collects the terms with `ring`.

```lean
variable {ι : Type*} [Fintype ι]

/-- The cross-multiplied difference of the weighted averages at two temperatures, doubled,
is a sum over pairs of modes. -/
theorem average_difference_pairs (w g : ι → ℝ) (T T' : ℝ) :
    2 * ((∑ s, g s * einsteinCapacity (w s) T') * (∑ s, einsteinCapacity (w s) T)
      - (∑ s, g s * einsteinCapacity (w s) T) * (∑ s, einsteinCapacity (w s) T'))
    = ∑ i, ∑ j, (g i - g j) * (einsteinCapacity (w i) T' * einsteinCapacity (w j) T
        - einsteinCapacity (w i) T * einsteinCapacity (w j) T') := by
  have h : ∀ i j, (g i - g j) * (einsteinCapacity (w i) T' * einsteinCapacity (w j) T
        - einsteinCapacity (w i) T * einsteinCapacity (w j) T')
      = (g i * einsteinCapacity (w i) T') * einsteinCapacity (w j) T
        - (g i * einsteinCapacity (w i) T) * einsteinCapacity (w j) T'
        - einsteinCapacity (w i) T' * (g j * einsteinCapacity (w j) T)
        + einsteinCapacity (w i) T * (g j * einsteinCapacity (w j) T') := by
    intro i j; ring
  simp only [h, sum_add_distrib, sum_sub_distrib, ← mul_sum, ← sum_mul]
  ring
```

The sign of each summand comes from `lt_trichotomy`, whose three branches are the three cases $w_i<w_j$, $w_i=w_j$ and $w_i>w_j$. In the two unequal cases `nlinarith` is given the product of the two nonnegative differences.

```lean
omit [Fintype ι] in
/-- If stiffer modes have Grüneisen parameters at least as large as softer ones, every pair of
modes contributes nonnegatively to the change of the average on heating. -/
theorem pair_contribution_nonneg {w g : ι → ℝ} (hw : ∀ s, 0 < w s)
    (hord : ∀ i j, w i < w j → g i ≤ g j) {T T' : ℝ} (hT : 0 < T) (hTT : T < T') (i j : ι) :
    0 ≤ (g i - g j) * (einsteinCapacity (w i) T' * einsteinCapacity (w j) T
        - einsteinCapacity (w i) T * einsteinCapacity (w j) T') := by
  rcases lt_trichotomy (w i) (w j) with h | h | h
  · have hc := einsteinCapacity_cross_lt (hw i) h hT hTT
    nlinarith [mul_nonneg (sub_nonneg.2 (hord i j h)) (sub_nonneg.2 hc.le)]
  · rw [h]
    apply le_of_eq
    ring
  · have hc := einsteinCapacity_cross_lt (hw j) h hT hTT
    nlinarith [mul_nonneg (sub_nonneg.2 (hord j i h)) (sub_nonneg.2 hc.le)]
```

## Monotonicity of the average

The main theorem reads: for a nonempty finite set of modes with positive frequencies, if `w i < w j` implies `g i ≤ g j` for all `i` and `j`, then `averageGruneisen w g` is nondecreasing on the open half-line `Set.Ioi 0`. The hypothesis `hord` is a condition on the material and is assumed here, not derived from interatomic forces. It says nothing about modes of equal frequency, which may have different parameters.

One could also have modelled the parameters as a single nondecreasing function of frequency, $g_s = G(w_s)$. That would shorten the hypothesis, but it would force accidentally degenerate modes to share one value.

The proof sets aside the case of equal temperatures, sums the nonnegative pair contributions, and uses the positive denominators `hD` to pass from the products back to the quotients.

```lean
/-- If stiffer modes have Grüneisen parameters at least as large as softer ones, the average
Grüneisen parameter is a nondecreasing function of temperature. -/
theorem averageGruneisen_monotoneOn [Nonempty ι] {w g : ι → ℝ} (hw : ∀ s, 0 < w s)
    (hord : ∀ i j, w i < w j → g i ≤ g j) :
    MonotoneOn (averageGruneisen w g) (Set.Ioi 0) := by
  intro T hT T' hT' hle
  rcases hle.eq_or_lt with rfl | hlt
  · exact le_rfl
  have hD : ∀ t : ℝ, 0 < t → 0 < ∑ s, einsteinCapacity (w s) t := fun t ht =>
    sum_pos (fun s _ => einsteinCapacity_pos (hw s) ht) univ_nonempty
  have hsum := sum_nonneg fun i (_ : i ∈ (univ : Finset ι)) =>
    sum_nonneg fun j (_ : j ∈ (univ : Finset ι)) =>
      pair_contribution_nonneg hw hord hT hlt i j
  rw [← average_difference_pairs] at hsum
  unfold averageGruneisen
  rw [div_le_div_iff₀ (hD T hT) (hD T' hT')]
  linarith
```

The strict version names one pair `k`, `l` with both inequalities strict. `hpos` shows that this pair contributes a positive amount, and `sum_pos'` turns one positive term among nonnegative ones into a positive sum. The set of modes is nonempty because it contains `k`.

```lean
/-- If stiffer modes have Grüneisen parameters at least as large as softer ones, and some stiffer
mode has a strictly larger Grüneisen parameter than some softer one, the average Grüneisen parameter
strictly increases with temperature. -/
theorem averageGruneisen_strictMonoOn {w g : ι → ℝ} (hw : ∀ s, 0 < w s)
    (hord : ∀ i j, w i < w j → g i ≤ g j) {k l : ι} (hkl : w k < w l) (hg : g k < g l) :
    StrictMonoOn (averageGruneisen w g) (Set.Ioi 0) := by
  intro T hT T' hT' hlt
  have hD : ∀ t : ℝ, 0 < t → 0 < ∑ s, einsteinCapacity (w s) t := fun t ht =>
    sum_pos (fun s _ => einsteinCapacity_pos (hw s) ht) ⟨k, mem_univ k⟩
  have hp := pair_contribution_nonneg hw hord hT hlt
  -- the distinguished pair contributes strictly
  have hc := einsteinCapacity_cross_lt (hw k) hkl hT hlt
  have hpos : 0 < (g k - g l) * (einsteinCapacity (w k) T' * einsteinCapacity (w l) T
      - einsteinCapacity (w k) T * einsteinCapacity (w l) T') := by
    nlinarith [mul_pos (sub_pos.2 hg) (sub_pos.2 hc)]
  have hsum := sum_pos' (fun i (_ : i ∈ (univ : Finset ι)) => sum_nonneg fun j _ => hp i j)
    ⟨k, mem_univ k, sum_pos' (fun j (_ : j ∈ (univ : Finset ι)) => hp k j)
      ⟨l, mem_univ l, hpos⟩⟩
  rw [← average_difference_pairs] at hsum
  unfold averageGruneisen
  rw [div_lt_div_iff₀ (hD T hT) (hD T' hT')]
  linarith
```

For two modes labelled `0` and `1`, with `w 0 < w 1`, the ordering is necessary as well as sufficient. The auxiliary fact `ord` turns the single inequality `f 0 ≤ f 1` into the general ordering hypothesis. For the converse, the proof assumes `g 0 > g 1`, applies the strict theorem to `-g`, and compares the temperatures 1 and 2: the average would have to fall strictly and not fall at all.

```lean
/-- For two modes of different frequency, the average Grüneisen parameter is nondecreasing in
temperature exactly when the stiffer mode has the larger or an equal Grüneisen parameter. -/
theorem two_mode_monotoneOn_iff {w : Fin 2 → ℝ} (g : Fin 2 → ℝ) (hw : ∀ s, 0 < w s)
    (h01 : w 0 < w 1) :
    MonotoneOn (averageGruneisen w g) (Set.Ioi 0) ↔ g 0 ≤ g 1 := by
  have ord : ∀ f : Fin 2 → ℝ, f 0 ≤ f 1 → ∀ i j, w i < w j → f i ≤ f j := by
    intro f hf
    simp only [Fin.forall_fin_two]
    exact ⟨⟨fun _ => le_rfl, fun _ => hf⟩,
      ⟨fun h => absurd h (not_lt_of_ge h01.le), fun _ => le_rfl⟩⟩
  constructor
  · intro hm
    by_contra hcon
    have hlt : -g 0 < -g 1 := neg_lt_neg (lt_of_not_ge hcon)
    -- with reversed signs the average would strictly increase
    have hs := averageGruneisen_strictMonoOn (g := fun s => -g s) hw
      (ord (fun s => -g s) hlt.le) h01 hlt
    have hneg : ∀ T, averageGruneisen w (fun s => -g s) T = -averageGruneisen w g T := by
      intro T
      simp only [averageGruneisen, neg_mul, sum_neg_distrib, neg_div]
    have m1 : (1 : ℝ) ∈ Set.Ioi (0 : ℝ) := Set.mem_Ioi.2 (by norm_num)
    have m2 : (2 : ℝ) ∈ Set.Ioi (0 : ℝ) := Set.mem_Ioi.2 (by norm_num)
    have h1 := hs m1 m2 (by norm_num)
    have h2 := hm m1 m2 (by norm_num)
    rw [hneg, hneg] at h1
    linarith
  · intro hg
    exact averageGruneisen_monotoneOn hw (ord g hg)

end

end GruneisenMonotonicity
```

```lean
#print axioms GruneisenMonotonicity.averageGruneisen_strictMonoOn
-- 'GruneisenMonotonicity.averageGruneisen_strictMonoOn' depends on axioms: [propext, Classical.choice, Quot.sound]
#print axioms GruneisenMonotonicity.two_mode_monotoneOn_iff
-- 'GruneisenMonotonicity.two_mode_monotoneOn_iff' depends on axioms: [propext, Classical.choice, Quot.sound]
```
